# Dilute defects that balance each other's charge: the log of their total concentration is convex in the chemical potentials

A crystal grown under metal-rich or oxygen-rich conditions exchanges atoms with its surroundings at different chemical potentials, and its charged defects adjust while the crystal stays neutral. If these defects carry all the charge, where in a given range of growth conditions is their total concentration largest?

In Lean 4 with Mathlib:

```lean
import Mathlib

open Finset

namespace NeutralDefects

noncomputable section

variable {ι m : Type*} [Fintype ι] [Fintype m]

/-- Concentration of defect `i` at reservoir chemical potentials `x` and Fermi level `μ`,
both in thermal units. -/
def conc (c : ι → ℝ) (a : ι → m → ℝ) (q : ι → ℝ) (x : m → ℝ) (μ : ℝ) (i : ι) : ℝ :=
  c i * Real.exp (a i ⬝ᵥ x - q i * μ)

/-- Total defect concentration. -/
def total (c : ι → ℝ) (a : ι → m → ℝ) (q : ι → ℝ) (x : m → ℝ) (μ : ℝ) : ℝ :=
  ∑ i, conc c a q x μ i

/-- Charge neutrality: the defects carry no net charge. -/
def Neutral (c : ι → ℝ) (a : ι → m → ℝ) (q : ι → ℝ) (x : m → ℝ) (μ : ℝ) : Prop :=
  ∑ i, q i * conc c a q x μ i = 0

/-- Fraction of all defects that are of kind `i`, for a nonzero total concentration. -/
def frac (c : ι → ℝ) (a : ι → m → ℝ) (q : ι → ℝ) (x : m → ℝ) (μ : ℝ) (i : ι) : ℝ :=
  conc c a q x μ i / total c a q x μ

/-- Mean exchange vector: the average of the `a i` weighted by the defect fractions,
for a nonzero total concentration. -/
def meanExchange (c : ι → ℝ) (a : ι → m → ℝ) (q : ι → ℝ) (x : m → ℝ) (μ : ℝ) : m → ℝ :=
  fun j => ∑ i, frac c a q x μ i * a i j

variable {c : ι → ℝ} {a : ι → m → ℝ} {q : ι → ℝ}

/-- With at least one defect and positive prefactors, the total concentration is positive. -/
theorem total_pos [Nonempty ι] (hc : ∀ i, 0 < c i) (x : m → ℝ) (μ : ℝ) :
    0 < total c a q x μ :=
  Finset.sum_pos (fun i _ => mul_pos (hc i) (Real.exp_pos _)) Finset.univ_nonempty

/-- With at least one defect and positive prefactors, the defect fractions sum to one. -/
theorem sum_frac [Nonempty ι] (hc : ∀ i, 0 < c i) (x : m → ℝ) (μ : ℝ) :
    ∑ i, frac c a q x μ i = 1 := by
  simp only [frac]
  rw [← Finset.sum_div]
  exact div_self (total_pos hc x μ).ne'

/-- For positive prefactors and a neutral state at `z`, the log total at `x` minus its linear
extrapolation from `z` is the relative entropy of the two defect compositions. -/
theorem log_total_gap [Nonempty ι] (hc : ∀ i, 0 < c i) {x z : m → ℝ} {μ ν : ℝ}
    (hz : Neutral c a q z ν) :
    Real.log (total c a q x μ) - Real.log (total c a q z ν)
        - meanExchange c a q z ν ⬝ᵥ (x - z)
      = ∑ i, frac c a q z ν i * Real.log (frac c a q z ν i / frac c a q x μ i) := by
  have hn : ∀ y κ i, 0 < conc c a q y κ i := fun y κ i => mul_pos (hc i) (Real.exp_pos _)
  have hlog : ∀ y κ i, Real.log (frac c a q y κ i)
      = Real.log (c i) + (a i ⬝ᵥ y - q i * κ) - Real.log (total c a q y κ) := by
    intro y κ i
    rw [frac, Real.log_div (hn y κ i).ne' (total_pos hc y κ).ne', conc,
      Real.log_mul (hc i).ne' (Real.exp_ne_zero _), Real.log_exp]
  have hf : ∀ y κ i, frac c a q y κ i ≠ 0 := fun y κ i =>
    (div_pos (hn y κ i) (total_pos hc y κ)).ne'
  -- neutrality: the mean charge per defect vanishes
  have hq : ∑ i, frac c a q z ν i * q i = 0 := by
    have h0 : ∑ i, q i * conc c a q z ν i = 0 := hz
    have h1 : ∑ i, frac c a q z ν i * q i
        = (∑ i, q i * conc c a q z ν i) / total c a q z ν := by
      rw [Finset.sum_div]
      refine Finset.sum_congr rfl fun i _ => ?_
      rw [frac]
      ring
    rw [h1, h0, zero_div]
  have hm : meanExchange c a q z ν ⬝ᵥ (x - z)
      = ∑ i, frac c a q z ν i * (a i ⬝ᵥ (x - z)) := by
    simp only [dotProduct, meanExchange, Finset.sum_mul, Finset.mul_sum]
    exact Finset.sum_comm.trans
      (Finset.sum_congr rfl fun i _ => Finset.sum_congr rfl fun j _ => by ring)
  -- so the shift of the Fermi level drops out of the relative entropy
  have hs : ∑ i, frac c a q z ν i * Real.log (frac c a q z ν i / frac c a q x μ i)
      = (Real.log (total c a q x μ) - Real.log (total c a q z ν)) * ∑ i, frac c a q z ν i
        - ∑ i, frac c a q z ν i * (a i ⬝ᵥ (x - z))
        + (μ - ν) * ∑ i, frac c a q z ν i * q i := by
    rw [Finset.mul_sum, Finset.mul_sum, ← Finset.sum_sub_distrib, ← Finset.sum_add_distrib]
    refine Finset.sum_congr rfl fun i _ => ?_
    rw [Real.log_div (hf z ν i) (hf x μ i), hlog, hlog, dotProduct_sub]
    ring
  rw [hs, hq, sum_frac hc, hm]
  ring

/-- For positive prefactors, linear extrapolation of the log total from a neutral state, with
the mean exchange vector as slope, never overestimates it. -/
theorem log_total_tangent [Nonempty ι] (hc : ∀ i, 0 < c i) {x z : m → ℝ} {μ ν : ℝ}
    (hz : Neutral c a q z ν) :
    Real.log (total c a q z ν) + meanExchange c a q z ν ⬝ᵥ (x - z)
      ≤ Real.log (total c a q x μ) := by
  have hp : ∀ y κ i, 0 < frac c a q y κ i := fun y κ i =>
    div_pos (mul_pos (hc i) (Real.exp_pos _)) (total_pos hc y κ)
  -- Gibbs' inequality, term by term
  have hterm : ∀ i, frac c a q z ν i - frac c a q x μ i
      ≤ frac c a q z ν i * Real.log (frac c a q z ν i / frac c a q x μ i) := by
    intro i
    have h1 := hp z ν i
    have h2 := hp x μ i
    generalize frac c a q z ν i = p at *
    generalize frac c a q x μ i = r at *
    have h := mul_le_mul_of_nonneg_left (Real.log_le_sub_one_of_pos (div_pos h2 h1)) h1.le
    have e : Real.log (p / r) = -Real.log (r / p) := by rw [← Real.log_inv, inv_div]
    have k : p * (r / p) = r := by field_simp
    rw [mul_sub, k] at h
    rw [e]
    linarith
  have hsum := Finset.sum_le_sum fun i (_ : i ∈ Finset.univ) => hterm i
  rw [Finset.sum_sub_distrib, sum_frac hc, sum_frac hc, ← log_total_gap hc hz] at hsum
  linarith

/-- For positive prefactors and a Fermi level fixed by neutrality at each `x`, the logarithm
of the total defect concentration is convex in the chemical potentials. -/
theorem convexOn_log_total [Nonempty ι] (hc : ∀ i, 0 < c i) {μ : (m → ℝ) → ℝ}
    (hμ : ∀ x, Neutral c a q x (μ x)) :
    ConvexOn ℝ Set.univ fun x => Real.log (total c a q x (μ x)) := by
  refine ⟨convex_univ, fun x _ y _ s t hs ht hst => ?_⟩
  -- the slopes at the intermediate point cancel in the average
  have key : ∀ g : m → ℝ, s * (g ⬝ᵥ (x - (s • x + t • y)))
      + t * (g ⬝ᵥ (y - (s • x + t • y))) = 0 := by
    intro g
    simp only [dotProduct_sub, dotProduct_add, dotProduct_smul, smul_eq_mul]
    linear_combination (-(s * (g ⬝ᵥ x) + t * (g ⬝ᵥ y))) * hst
  have hz := hμ (s • x + t • y)
  have h1 := mul_le_mul_of_nonneg_left (log_total_tangent (x := x) (μ := μ x) hc hz) hs
  have h2 := mul_le_mul_of_nonneg_left (log_total_tangent (x := y) (μ := μ y) hc hz) ht
  have h3 := key (meanExchange c a q (s • x + t • y) (μ (s • x + t • y)))
  change Real.log (total c a q (s • x + t • y) (μ (s • x + t • y)))
    ≤ s * Real.log (total c a q x (μ x)) + t * Real.log (total c a q y (μ y))
  generalize Real.log (total c a q (s • x + t • y) (μ (s • x + t • y))) = L at *
  have e : s * L + t * L = L := by rw [← add_mul, hst, one_mul]
  rw [mul_add] at h1 h2
  linarith

/-- For positive prefactors and a Fermi level fixed by neutrality at each `x`, the total
concentration over the convex hull of a finite, non-empty set of points is largest at one of those
points. -/
theorem total_max_at_generator [Nonempty ι] (hc : ∀ i, 0 < c i) {μ : (m → ℝ) → ℝ}
    (hμ : ∀ x, Neutral c a q x (μ x)) (s : Finset (m → ℝ)) (hs : s.Nonempty) :
    ∃ y ∈ s, ∀ x ∈ convexHull ℝ (s : Set (m → ℝ)),
      total c a q x (μ x) ≤ total c a q y (μ y) := by
  obtain ⟨y, hy, hmax⟩ := Finset.exists_max_image s (fun x => total c a q x (μ x)) hs
  refine ⟨y, hy, fun x hx => ?_⟩
  -- the sublevel set of the log total is convex and contains every generator
  have hsub : convexHull ℝ (s : Set (m → ℝ)) ⊆ {w | w ∈ (Set.univ : Set (m → ℝ)) ∧
      Real.log (total c a q w (μ w)) ≤ Real.log (total c a q y (μ y))} :=
    convexHull_min
      (fun w hw => ⟨Set.mem_univ w,
        Real.log_le_log (total_pos hc w (μ w)) (hmax w (Finset.mem_coe.1 hw))⟩)
      ((convexOn_log_total hc hμ).convex_le (Real.log (total c a q y (μ y))))
  exact (Real.log_le_log_iff (total_pos hc x (μ x)) (total_pos hc y (μ y))).1 (hsub hx).2

/-- For a neutral pair of defects with charges `1` and `-1` and positive prefactors, the log
total is an affine function of the chemical potentials. -/
theorem log_total_pair {c₀ c₁ : ℝ} (h₀ : 0 < c₀) (h₁ : 0 < c₁) (a₀ a₁ x : m → ℝ) {μ : ℝ}
    (h : Neutral ![c₀, c₁] ![a₀, a₁] ![1, -1] x μ) :
    Real.log (total ![c₀, c₁] ![a₀, a₁] ![1, -1] x μ)
      = Real.log 2 + (Real.log c₀ + Real.log c₁) / 2 + (a₀ ⬝ᵥ x + a₁ ⬝ᵥ x) / 2 := by
  have h' : 1 * (c₀ * Real.exp (a₀ ⬝ᵥ x - 1 * μ))
      + (-1) * (c₁ * Real.exp (a₁ ⬝ᵥ x - (-1) * μ)) = 0 := by
    rw [Neutral, Fin.sum_univ_two] at h
    exact h
  have ht : total ![c₀, c₁] ![a₀, a₁] ![1, -1] x μ
      = c₀ * Real.exp (a₀ ⬝ᵥ x - 1 * μ) + c₁ * Real.exp (a₁ ⬝ᵥ x - (-1) * μ) := by
    rw [total, Fin.sum_univ_two]
    rfl
  -- neutrality makes the two concentrations equal
  have e : c₀ * Real.exp (a₀ ⬝ᵥ x - 1 * μ) = c₁ * Real.exp (a₁ ⬝ᵥ x - (-1) * μ) := by
    linarith
  have l := congrArg Real.log e
  rw [Real.log_mul h₀.ne' (Real.exp_ne_zero _), Real.log_mul h₁.ne' (Real.exp_ne_zero _),
    Real.log_exp, Real.log_exp] at l
  rw [ht, ← e, ← two_mul, Real.log_mul two_ne_zero (mul_pos h₀ (Real.exp_pos _)).ne',
    Real.log_mul h₀.ne' (Real.exp_ne_zero _), Real.log_exp]
  linarith

/-- Three defects with unit prefactors, charges `1, 1, -1` and exchange numbers `1, -1, 0` are
neutral at the Fermi level `log (eˣ + e⁻ˣ) / 2`, with total concentration `2 √(eˣ + e⁻ˣ)`. -/
theorem neutral_witness (x : Fin 1 → ℝ) :
    Neutral (fun _ => 1) ![fun _ => 1, fun _ => -1, fun _ => 0] ![1, 1, -1] x
        (Real.log (Real.exp (x 0) + Real.exp (-x 0)) / 2) ∧
      total (fun _ => 1) ![fun _ => 1, fun _ => -1, fun _ => 0] ![1, 1, -1] x
        (Real.log (Real.exp (x 0) + Real.exp (-x 0)) / 2)
        = 2 * Real.sqrt (Real.exp (x 0) + Real.exp (-x 0)) := by
  have hE : Real.exp (Real.log (Real.exp (x 0) + Real.exp (-x 0)) / 2)
      * Real.exp (Real.log (Real.exp (x 0) + Real.exp (-x 0)) / 2)
      = Real.exp (x 0) + Real.exp (-x 0) := by
    rw [← Real.exp_add, add_halves, Real.exp_log (by positivity)]
  generalize Real.log (Real.exp (x 0) + Real.exp (-x 0)) / 2 = μ at hE ⊢
  have h0 : conc (fun _ => 1) ![fun _ => 1, fun _ => -1, fun _ => 0] ![1, 1, -1] x μ 0
      = Real.exp (x 0 - μ) := by simp [conc, dotProduct]
  have h1 : conc (fun _ => 1) ![fun _ => 1, fun _ => -1, fun _ => 0] ![1, 1, -1] x μ 1
      = Real.exp (-x 0 - μ) := by simp [conc, dotProduct]
  have h2 : conc (fun _ => 1) ![fun _ => 1, fun _ => -1, fun _ => 0] ![1, 1, -1] x μ 2
      = Real.exp μ := by simp [conc, dotProduct]
  -- the two positive defects together balance the negative one
  have hb : Real.exp (x 0 - μ) + Real.exp (-x 0 - μ) = Real.exp μ := by
    rw [Real.exp_sub, Real.exp_sub, ← add_div, div_eq_iff (Real.exp_ne_zero _)]
    exact hE.symm
  have hr := congrArg Real.sqrt hE
  rw [Real.sqrt_mul_self (Real.exp_pos _).le] at hr
  constructor
  · rw [Neutral, Fin.sum_univ_three, h0, h1, h2]
    change (1 : ℝ) * Real.exp (x 0 - μ) + 1 * Real.exp (-x 0 - μ) + (-1) * Real.exp μ = 0
    linarith
  · rw [total, Fin.sum_univ_three, h0, h1, h2, ← hr]
    linarith

end

end NeutralDefects
```

```lean
#print axioms NeutralDefects.convexOn_log_total
#print axioms NeutralDefects.total_max_at_generator
#print axioms NeutralDefects.log_total_pair
```

```
'NeutralDefects.convexOn_log_total' depends on axioms: [propext, Classical.choice, Quot.sound]
'NeutralDefects.total_max_at_generator' depends on axioms: [propext, Classical.choice, Quot.sound]
'NeutralDefects.log_total_pair' depends on axioms: [propext, Classical.choice, Quot.sound]
```

## Defects, reservoirs and the Fermi level

Defect $i$ has concentration
$$n_i(x,\mu)=c_i\,e^{a_i\cdot x-q_i\mu},\qquad N(x,\mu)=\sum_i n_i(x,\mu).$$
These are `conc` and `total`. The vector $x$, of type `m → ℝ`, holds the reservoir chemical potentials, and $\mu$ is the Fermi level, not a chemical potential of atoms; both are in units of $k_BT$. The entries of $a_i$ count atoms taken from each reservoir, negative if given back, and $q_i$ is the charge. The letter $c_i$ is a prefactor, not a concentration: it stands for the site density and the part of the formation free energy that depends on neither $x$ nor $\mu$, at fixed temperature. The exponential form means dilute, non-interacting defects.

`Neutral` says $\sum_i q_in_i=0$. The hypothesis `hμ` supplies a Fermi level $\mu(x)$ with this property at every $x$. Its existence is assumed; charges of both signs ensure it.

For a finite, non-empty list of defects with all $c_i>0$, `convexOn_log_total` states that $\ln N(x,\mu(x))$ is convex on the whole space. `total_max_at_generator` states that, over the convex hull of a finite non-empty set of points, $N$ reaches its largest value at one of those points. In defect simulations within this dilute model, the corners of a bounded polyhedral stability region therefore suffice to find the largest total.

The step to a real crystal is that the counted species must carry all the charge. Electrons and holes that take part in the balance have to be listed, with the same exponential form (non-degenerate carriers), and then they count in $N$ too. The theorems then concern this full total, and the concentration of the atomic defects alone need not be log-convex.

## Extrapolating from a neutral state

Let $(z,\nu)$ be neutral and $(x,\mu)$ arbitrary. Write $p_i$ and $r_i$ for the defect fractions (`frac`) at $(z,\nu)$ and $(x,\mu)$. Taking logarithms,
$$\ln\frac{p_i}{r_i}=\ln N(x,\mu)-\ln N(z,\nu)-a_i\cdot(x-z)+q_i(\mu-\nu).$$
Average this with weights $p_i$. The fractions sum to one (`sum_frac`), and neutrality gives $\sum_i p_iq_i=0$, so the Fermi-level shift disappears. With $\bar a=\sum_i p_ia_i$, which is `meanExchange`,
$$\ln N(x,\mu)-\ln N(z,\nu)-\bar a\cdot(x-z)=\sum_i p_i\ln\frac{p_i}{r_i}.$$
This is `log_total_gap`; inside it, `hlog` takes the logarithms, `hq` is the vanishing mean charge and `hs` the averaged identity.

The right side is a relative entropy. From $\ln(r_i/p_i)\le r_i/p_i-1$ follows $p_i\ln(p_i/r_i)\ge p_i-r_i$ (`hterm`), and the sum over $i$ is at least $1-1=0$. Hence `log_total_tangent`:
$$\ln N(z,\nu)+\bar a\cdot(x-z)\le\ln N(x,\mu).$$

Setting $x=z$ gives a neighbouring result: at fixed chemical potentials, the neutral Fermi level minimises the total concentration over all Fermi levels.

## From the bound to the corners

Take $z=sx+ty$ with $s,t\ge0$ and $s+t=1$. Apply the bound from $z$ to both ends, multiply by $s$ and $t$, and add. The slopes cancel because $s(x-z)+t(y-z)=0$ (`key`), leaving
$$\ln N(z,\mu(z))\le s\ln N(x,\mu(x))+t\ln N(y,\mu(y)).$$

For the maximum, let $y$ now be the generating point with the largest total. The set where $\ln N$ does not exceed its value at $y$ is convex and contains every generating point, so it contains their hull (`hsub`). The logarithm is increasing, so the same holds for $N$.

## A flat case, a curved case and a failure

For charges $1$ and $-1$, neutrality makes the two concentrations equal, and `log_total_pair` gives $N=2\sqrt{c_0c_1}\,e^{(a_0+a_1)\cdot x/2}$. Its logarithm is affine, so strict convexity fails in general. The three defects of `neutral_witness` satisfy neutrality at every $x$, with $N=2\sqrt{e^x+e^{-x}}$; on $[-1,1]$ this is largest at the ends.

Neutrality at the generating points alone is not enough. Take charges $\pm1$, $c_i=1$, $a_i=0$ and $\mu(x)=1-x^2$ on $[-1,1]$. Both ends are neutral with $N=2$, but the middle has $N=2\cosh 1>2$.
